# Two distinct discrete densities of states with equal moments 0 to p differ with alternating sign at p + 2 levels

In a tight-binding model with orthonormal orbitals the $k$-th moment of the density of states is a sum over closed paths of $k$ steps, where a step is either a hop or a stay on the same orbital, weighted by its on-site energy. Therefore two structures with similar local surroundings can share their first few moments and still have different spectra. If two different densities of states on finitely many discrete levels agree exactly in the moments $0,\dots,p$, their difference must alternate in sign along at least $p+2$ levels, as the following Lean file proves.

```lean
import Mathlib

open Finset

namespace EqualMomentsSignChanges

/-- The `k`-th moment of a discrete density of states with weight `w i` at the level `x i`. -/
def moment {n : ℕ} (x w : Fin n → ℝ) (k : ℕ) : ℝ := ∑ i, w i * x i ^ k

/-- Multiplying each weight by the signed difference `x i - t` between its level and a reference
energy `t` combines two successive moments. -/
theorem moment_shift {n : ℕ} (x c : Fin n → ℝ) (t : ℝ) (k : ℕ) :
    moment x (fun i => c i * (x i - t)) k = moment x c (k + 1) - t * moment x c k := by
  unfold moment
  rw [Finset.mul_sum, ← Finset.sum_sub_distrib]
  refine Finset.sum_congr rfl fun i _ => ?_
  ring

/-- Weights that are not all zero but sum to zero have a first sign change: `a` is the first
level with nonzero weight, and `b` the first level whose weight has the opposite sign. -/
theorem first_sign_change {n : ℕ} (c : Fin n → ℝ) (hc : c ≠ 0) (h0 : ∑ i, c i = 0) :
    ∃ a b, a < b ∧ (∀ i < a, c i = 0) ∧ c a * c b < 0 ∧ ∀ i < b, 0 ≤ c a * c i := by
  have wf : WellFounded ((· < ·) : Fin n → Fin n → Prop) := wellFounded_lt
  obtain ⟨a, ha, hamin⟩ := wf.has_min {i | c i ≠ 0} (Function.ne_iff.mp hc)
  have ha' : c a ≠ 0 := ha
  have hzero : ∀ i < a, c i = 0 := fun i hi => by
    by_contra h
    exact hamin i h hi
  have hpos : 0 < c a * c a := mul_self_pos.2 ha'
  -- without an opposite sign the total weight could not vanish
  have hex : ∃ b, c a * c b < 0 := by
    by_contra h
    have h' : ∀ i, 0 ≤ c a * c i := fun i => not_lt.mp fun hi => h ⟨i, hi⟩
    have hle : c a * c a ≤ ∑ i, c a * c i :=
      Finset.single_le_sum (f := fun i => c a * c i) (fun i _ => h' i) (Finset.mem_univ a)
    rw [← Finset.mul_sum, h0, mul_zero] at hle
    linarith
  obtain ⟨b, hb, hbmin⟩ := wf.has_min {i | c a * c i < 0} hex
  have hb' : c a * c b < 0 := hb
  refine ⟨a, b, ?_, hzero, hb', fun i hi => not_lt.mp fun h => hbmin i h hi⟩
  rcases lt_trichotomy a b with h | h | h
  · exact h
  · rw [← h] at hb'
    linarith
  · rw [hzero b h, mul_zero] at hb'
    exact absurd hb' (lt_irrefl 0)

/-- If weights on strictly increasing levels are not all zero and their moments `0, …, p` vanish, a
chain of `p + 2` increasing levels at which the weights alternate in sign can be started at the
first level of nonzero weight. -/
theorem alternation_from_first {n : ℕ} (x : Fin n → ℝ) (hx : StrictMono x) (p : ℕ) :
    ∀ c : Fin n → ℝ, c ≠ 0 → (∀ k ≤ p, moment x c k = 0) →
      ∃ s : ℕ → Fin n, (∀ i < s 0, c i = 0) ∧
        ∀ j ≤ p, s j < s (j + 1) ∧ c (s j) * c (s (j + 1)) < 0 := by
  induction p with
  | zero =>
    intro c hc hm
    have h0 : ∑ i, c i = 0 := by simpa [moment] using hm 0 le_rfl
    obtain ⟨a, b, hab, hzero, hneg, -⟩ := first_sign_change c hc h0
    refine ⟨fun | 0 => a | _ + 1 => b, hzero, ?_⟩
    intro j hj
    obtain rfl : j = 0 := by omega
    exact ⟨hab, hneg⟩
  | succ p ih =>
    intro c hc hm
    have h0 : ∑ i, c i = 0 := by simpa [moment] using hm 0 (Nat.zero_le _)
    obtain ⟨a, b, hab, hzero, hneg, hbefore⟩ := first_sign_change c hc h0
    have hxa : x a - x b < 0 := sub_neg.2 (hx hab)
    have hca : c a ≠ 0 := fun h => by
      rw [h, zero_mul] at hneg
      exact lt_irrefl 0 hneg
    have hda : c a * (x a - x b) ≠ 0 := mul_ne_zero hca hxa.ne
    -- the factor `x - x b` removes the first sign change and costs one moment
    obtain ⟨s, hs0, hs⟩ := ih (fun i => c i * (x i - x b))
      (fun h => hda (congrFun h a))
      (fun k hk => by
        rw [moment_shift, hm (k + 1) (by omega), hm k (by omega)]
        ring)
    have hs2 : ∀ j ≤ p, c (s j) * (x (s j) - x b) *
        (c (s (j + 1)) * (x (s (j + 1)) - x b)) < 0 := fun j hj => (hs j hj).2
    have hsa : s 0 = a := by
      rcases lt_trichotomy (s 0) a with h | h | h
      · have h1 := hs2 0 (Nat.zero_le _)
        rw [hzero _ h, zero_mul, zero_mul] at h1
        exact absurd h1 (lt_irrefl 0)
      · exact h
      · exact absurd (hs0 a h) hda
    have h01 : c a * (x a - x b) * (c (s 1) * (x (s 1) - x b)) < 0 := by
      have h1 := hs2 0 (Nat.zero_le _)
      rw [hsa] at h1
      exact h1
    -- all later members of the chain lie above `b`
    have hb1 : b < s 1 := by
      rcases lt_trichotomy b (s 1) with h | h | h
      · exact h
      · rw [← h, sub_self, mul_zero, mul_zero] at h01
        exact absurd h01 (lt_irrefl 0)
      · have h2 : 0 < (x a - x b) * (x (s 1) - x b) :=
          mul_pos_of_neg_of_neg hxa (sub_neg.2 (hx h))
        nlinarith [mul_nonneg (hbefore _ h) h2.le]
    have hb : ∀ j ≤ p, b < s (j + 1) := by
      intro j
      induction j with
      | zero => exact fun _ => hb1
      | succ j ihj => exact fun hj => (ihj (by omega)).trans (hs (j + 1) hj).1
    -- insert `b` directly after `a`
    refine ⟨fun | 0 => a | 1 => b | j + 2 => s (j + 1), hzero, ?_⟩
    intro j hj
    rcases j with _ | _ | k
    · exact ⟨hab, hneg⟩
    · have hq : (x a - x b) * (x (s 1) - x b) < 0 :=
        mul_neg_of_neg_of_pos hxa (sub_pos.2 (hx hb1))
      have h1 : 0 < c a * c (s 1) := by
        by_contra h
        nlinarith [mul_nonneg (neg_nonneg.2 (not_lt.mp h)) (neg_nonneg.2 hq.le)]
      have h2 : c b * c (s 1) < 0 := by
        by_contra h
        nlinarith [mul_neg_of_neg_of_pos hneg h1,
          mul_nonneg (sq_nonneg (c a)) (not_lt.mp h)]
      exact ⟨hb1, h2⟩
    · have hk : k + 1 ≤ p := by omega
      have hq : 0 < (x (s (k + 1)) - x b) * (x (s (k + 1 + 1)) - x b) :=
        mul_pos (sub_pos.2 (hx (hb k (by omega)))) (sub_pos.2 (hx (hb (k + 1) hk)))
      have h2 : c (s (k + 1)) * c (s (k + 1 + 1)) < 0 := by
        by_contra h
        nlinarith [hs2 (k + 1) hk, mul_nonneg (not_lt.mp h) hq.le]
      exact ⟨(hs (k + 1) hk).1, h2⟩

/-- If weights on strictly ordered levels are not all zero and their moments `0, …, p` vanish,
then there are `p + 2` levels, in increasing order, at which the weights are nonzero and
alternate in sign. -/
theorem sign_changes_of_vanishing_moments {n p : ℕ} (x c : Fin n → ℝ) (hx : StrictMono x)
    (hc : c ≠ 0) (hm : ∀ k ≤ p, moment x c k = 0) :
    ∃ s : Fin (p + 2) → Fin n, StrictMono s ∧
      ∀ j : Fin (p + 1), c (s j.castSucc) * c (s j.succ) < 0 := by
  obtain ⟨s, -, hs⟩ := alternation_from_first x hx p c hc hm
  exact ⟨fun j => s j.val,
    Fin.strictMono_iff_lt_succ.2 fun j => (hs j.val (Nat.le_of_lt_succ j.isLt)).1,
    fun j => (hs j.val (Nat.le_of_lt_succ j.isLt)).2⟩

/-- If two different densities of states on the same strictly ordered levels share the moments
`0, …, p`, their difference alternates in sign along some `p + 2` increasing levels. -/
theorem density_difference_alternates {n p : ℕ} (x w v : Fin n → ℝ) (hx : StrictMono x)
    (hne : w ≠ v) (hm : ∀ k ≤ p, moment x w k = moment x v k) :
    ∃ s : Fin (p + 2) → Fin n, StrictMono s ∧ ∀ j : Fin (p + 1),
      (w (s j.castSucc) - v (s j.castSucc)) * (w (s j.succ) - v (s j.succ)) < 0 := by
  refine sign_changes_of_vanishing_moments x (fun i => w i - v i) hx ?_ ?_
  · intro h
    exact hne (funext fun i => sub_eq_zero.1 (congrFun h i))
  · intro k hk
    have h := hm k hk
    unfold moment at h ⊢
    simp only [sub_mul, Finset.sum_sub_distrib]
    linarith

/-- On at most `p + 1` strictly ordered levels, the moments `0, …, p` determine the density
of states. -/
theorem density_determined_by_moments {n p : ℕ} (x w v : Fin n → ℝ) (hx : StrictMono x)
    (hn : n ≤ p + 1) (hm : ∀ k ≤ p, moment x w k = moment x v k) : w = v := by
  by_contra hne
  obtain ⟨s, hs, -⟩ := density_difference_alternates x w v hx hne hm
  have hcard := Fintype.card_le_of_injective s hs.injective
  simp only [Fintype.card_fin] at hcard
  omega

/-- Two explicit densities of states on the five levels `-2, -1, 0, 1, 2` agree in the moments
`0, …, 3` and differ in the fourth. -/
theorem five_level_sharpness :
    (∀ k ≤ 3, moment ![-2, -1, 0, 1, 2] ![1/6, 1/3, 0, 1/3, 1/6] k =
      moment ![-2, -1, 0, 1, 2] ![1/4, 0, 1/2, 0, 1/4] k) ∧
    moment ![-2, -1, 0, 1, 2] ![1/6, 1/3, 0, 1/3, 1/6] 4 ≠
      moment ![-2, -1, 0, 1, 2] ![1/4, 0, 1/2, 0, 1/4] 4 := by
  constructor
  · intro k hk
    interval_cases k <;> norm_num [moment, Fin.sum_univ_succ]
  · norm_num [moment, Fin.sum_univ_succ]

end EqualMomentsSignChanges
```

```lean
#print axioms EqualMomentsSignChanges.density_difference_alternates
#print axioms EqualMomentsSignChanges.density_determined_by_moments
#print axioms EqualMomentsSignChanges.five_level_sharpness
```

```
'EqualMomentsSignChanges.density_difference_alternates' depends on axioms: [propext, Classical.choice, Quot.sound]
'EqualMomentsSignChanges.density_determined_by_moments' depends on axioms: [propext, Classical.choice, Quot.sound]
'EqualMomentsSignChanges.five_level_sharpness' depends on axioms: [propext, Classical.choice, Quot.sound]
```

## Levels, weights and moments

The levels are $x_0<\dots<x_{n-1}$, numbered from zero as in `Fin n`; `StrictMono x` expresses the ordering. A density of states is a weight $w_i$ at each level, and `moment x w k` is

$$\mu_k(w)=\sum_i w_i x_i^k ,$$

taken about energy zero and not divided by the total weight. Weights may be any real numbers, so positivity and normalisation are not needed. The letter $c$ denotes a weight vector, usually a difference $w-v$, and not the orbital coefficients of Hückel theory.

Two structures rarely have the same eigenvalues. One takes the union of their levels, gives weight zero where a structure has no state, and puts degeneracy into the weight.

`sign_changes_of_vanishing_moments` says: if $c\neq0$ and $\mu_k(c)=0$ for all $k\le p$, there are indices $s_0<\dots<s_{p+1}$ with $c_{s_j}c_{s_{j+1}}<0$ for $j=0,\dots,p$. In Lean, `j.castSucc` and `j.succ` are the positions $j$ and $j+1$. `density_difference_alternates` is the case $c=w-v$.

For non-interacting electrons, a related question is how often the band energies of two structures cross as the filling varies. The theorem does not answer it, and sign changes in the weights alone do not force a crossing: the weights $(3,0,1,0)$ and $(0,1,0,3)$ on four increasing levels differ with alternating sign at all four, yet the first structure has the lower band energy at every non-zero filling. The equality of the moments is a hypothesis; in a tight-binding model it can come from equal sums over closed paths, taken per orbital if the structures differ in size.

## Removing one sign change per moment

**The first sign change.** Let $a$ be the first index with $c_a\ne0$. If $c_ac_i\ge0$ held for every $i$, then

$$0=c_a\sum_i c_i=\sum_i c_ac_i\ge c_a^2>0,$$

a contradiction. So there is a first index $b$ with $c_ac_b<0$, and $b>a$ because all weights before $a$ vanish. This is `first_sign_change`, where `wf.has_min` picks both first indices. For $p=0$ it is already the whole theorem: weights that sum to zero, but are not all zero, take both signs.

**The induction step.** Suppose the claim holds for $p$, with a chain before whose first member all weights vanish, and let $\mu_0(c),\dots,\mu_{p+1}(c)$ be zero. Put $d_i=c_i(x_i-x_b)$. By `moment_shift`,

$$\mu_k(d)=\mu_{k+1}(c)-x_b\,\mu_k(c)=0\qquad(k\le p).$$

Since $d_a\neq0$ and $d_i=0$ for $i<a$, the induction hypothesis gives an alternating chain $s_0<\dots<s_{p+1}$ for $d$ with $s_0=a$ (`hsa`).

The factor $x_a-x_b$ is negative, so $d_a$ has the sign opposite to $c_a$, and $d_{s_1}$ has the sign of $c_a$. If $s_1<b$, then $c_{s_1}$ would be zero or have the sign of $c_a$, and the negative factor would give $d_{s_1}$ the wrong sign or make it zero. If $s_1=b$, then $d_{s_1}=0$. Hence $s_1>b$ (`hb1`), and so are all later members (`hb`).

Above $b$ the factor is positive, so $c$ and $d$ have equal signs there. In particular $c_{s_1}$ has the sign of $c_a$, opposite to $c_b$. The chain

$$a<b<s_1<\dots<s_{p+1}$$

therefore alternates for $c$ and has $p+3$ members. In `alternation_from_first` the `nlinarith` calls carry out these sign comparisons on products.

## Few levels, and a pair that attains the count

A chain of $p+2$ levels does not fit into $n\le p+1$ levels, so there equal moments force $w=v$ (`density_determined_by_moments`). Here $n$ counts the levels of the union, which both densities share and which are known beforehand. It is not enough that each density has at most $p+1$ levels of its own: the two below have four and three levels of nonzero weight and agree in the moments $0,\dots,3$, yet they differ.

In `five_level_sharpness` two normalised densities on $-2,\dots,2$ agree through $k=3$, while their fourth moments are $6$ and $8$. They are the Hückel $\pi$ densities per atom of benzene and of square cyclobutadiene, with the same $\beta$ for all bonds and energies measured from $\alpha$ in units of $|\beta|$. The fourth moment counts the closed paths of four hops from one atom, and the square has two more of them, one round the ring in each direction. Their difference is $(-\tfrac1{12},\tfrac13,-\tfrac12,\tfrac13,-\tfrac1{12})$. It alternates at all five levels, so for $p=3$ the count $p+2$ cannot be raised.

The same multiplication gives a neighbouring result, argued here without a Lean proof. If $\mu_0(c),\dots,\mu_p(c)$ vanish and the longest alternating chain of $c$ has exactly $p+2$ members, multiplying by one factor per sign change makes all nonzero terms equal in sign, so $\mu_{p+1}(c)$ is nonzero and has the sign of the highest nonzero weight. In the example both are negative.
